# For Hermitian integrals and a diagonal Fock matrix, $[F(\rho),\rho]$ linearises to the particle–hole response matrix

The derivative of $[F(\rho),\rho]$ with respect to the density matrix $\rho$ is taken here along curves. A curve $\rho(t)$ of complex matrices passes through a reference $\rho_0$, and each matrix entry is differentiated in the real parameter $t$. No matrix norm has to be chosen, and the curve may leave the set of Hermitian projectors.

At a reference with occupations 0 and 1, and for a velocity with only particle–hole and hole–particle entries, the result is the matrix that governs small oscillations in time-dependent Hartree–Fock theory, for a finite set of spin orbitals and integrals that do not depend on the density. The static Bethe–Salpeter equation for excitons has the same block form; screening that depends on frequency or responds to the density is not covered.

The finite types `o` and `v` label the occupied orbitals $i,j$ and the virtual orbitals $a,b$. Their sum `o ⊕ v` labels all orbitals $p,q,r,s$, with `.inl` marking occupied and `.inr` virtual ones.

In Lean 4 with Mathlib:

```lean
import Mathlib

open Matrix

namespace FourPointResponse

noncomputable section

variable {o v : Type*} [Fintype o] [Fintype v] [DecidableEq o] [DecidableEq v]
```

## Integrals and mean field

The two-electron integrals $\langle pr;qs\rangle$ are a complex function of four indices, in the order `V p r q s`. For Hartree–Fock theory they stand for the antisymmetrised Coulomb integrals, direct minus exchange; the direct part alone would give Hartree theory.

```lean
/-- Two-electron integrals; `V p r q s` stands for `⟨pr;qs⟩`. -/
abbrev Integrals (n : Type*) := n → n → n → n → ℂ
```

Hermiticity means $\overline{\langle pr;qs\rangle}=\langle qs;pr\rangle$. It is a separate predicate, so each theorem shows whether it needs it.

```lean
/-- Hermiticity of the integrals: `conj ⟨pr;qs⟩ = ⟨qs;pr⟩`. -/
def HermitianIntegrals {n : Type*} (V : Integrals n) : Prop :=
  ∀ p r q s, star (V p r q s) = V q s p r
```

Antisymmetry means a change of sign under $p\leftrightarrow r$ and under $q\leftrightarrow s$. The derivative itself does not use it. The theorem on the symmetries of the blocks assumes it, but the proof needs only the consequence $\langle rp;sq\rangle=\langle pr;qs\rangle$, which the direct Coulomb integrals alone also satisfy.

```lean
/-- Antisymmetry of the integrals in the first and in the second pair of orbitals. -/
def AntisymmetricIntegrals {n : Type*} (V : Integrals n) : Prop :=
  ∀ p r q s, V r p q s = -V p r q s ∧ V p r s q = -V p r q s
```

The density enters through the mean field $W(\rho)_{pq}=\sum_{rs}\langle pr;qs\rangle\rho_{sr}$, which is linear in $\rho$.

```lean
/-- The mean field `W(ρ)_pq = ∑ ⟨pr;qs⟩ ρ_sr`. -/
def meanField (V : Integrals (o ⊕ v)) (ρ : Matrix (o ⊕ v) (o ⊕ v) ℂ) :
    Matrix (o ⊕ v) (o ⊕ v) ℂ :=
  Matrix.of fun p q => ∑ r, ∑ s, V p r q s * ρ s r
```

With a one-electron matrix $h$, the Fock matrix is $F(\rho)=h+W(\rho)$.

```lean
/-- The Fock matrix `F(ρ) = h + W(ρ)`. -/
def fock (h : Matrix (o ⊕ v) (o ⊕ v) ℂ) (V : Integrals (o ⊕ v))
    (ρ : Matrix (o ⊕ v) (o ⊕ v) ℂ) : Matrix (o ⊕ v) (o ⊕ v) ℂ :=
  h + meanField V ρ
```

In units with $\hbar=1$, the equation of motion is $i\dot\rho=[F(\rho),\rho]$. Its right-hand side is the object to be differentiated.

```lean
/-- The commutator `[F(ρ), ρ]`. -/
def fockCommutator (h : Matrix (o ⊕ v) (o ⊕ v) ℂ) (V : Integrals (o ⊕ v))
    (ρ : Matrix (o ⊕ v) (o ⊕ v) ℂ) : Matrix (o ⊕ v) (o ⊕ v) ℂ :=
  fock h V ρ * ρ - ρ * fock h V ρ
```

For a variation $D$ of the density, the expected first-order change is $[F(\rho),D]+[W(D),\rho]$. The code calls the variation `X`.

```lean
/-- The linearised commutator `[F(ρ), X] + [W(X), ρ]`. -/
def linearized (h : Matrix (o ⊕ v) (o ⊕ v) ℂ) (V : Integrals (o ⊕ v))
    (ρ X : Matrix (o ⊕ v) (o ⊕ v) ℂ) : Matrix (o ⊕ v) (o ⊕ v) ℂ :=
  fock h V ρ * X - X * fock h V ρ + (meanField V X * ρ - ρ * meanField V X)
```

## Reference state and pair amplitudes

The reference $\rho_0$ is diagonal, with occupations $n_i=1$ and $n_a=0$.

```lean
/-- The projector on the occupied orbitals. -/
def occupied (o v : Type*) [DecidableEq o] [DecidableEq v] : Matrix (o ⊕ v) (o ⊕ v) ℂ :=
  Matrix.diagonal (Sum.elim (fun _ => 1) (fun _ => 0))
```

A particle–hole and hole–particle variation has entries $D_{ai}=X_{ai}$ and $D_{ia}=Y_{ia}$, and zeros elsewhere. Both amplitudes are stored under the pair `(a, i)`: $X_{ai}$ is `z (.inl (a, i))` and $Y_{ia}$ is `z (.inr (a, i))`. They are independent complex numbers; a Hermitian variation would have $Y_{ia}=\overline{X_{ai}}$.

```lean
/-- The matrix with particle-hole entries `X_ai` and hole-particle entries `Y_ia`,
where `z = (X, Y)`, and zero occupied-occupied and virtual-virtual blocks. -/
def pairMatrix (z : (v × o) ⊕ (v × o) → ℂ) : Matrix (o ⊕ v) (o ⊕ v) ℂ :=
  Matrix.fromBlocks 0 (Matrix.of fun i a => z (.inr (a, i)))
    (Matrix.of fun a i => z (.inl (a, i))) 0
```

With real orbital energies $\varepsilon_p$, the resonant block is
$$A_{ai,bj}=(\varepsilon_a-\varepsilon_i)\,\delta_{ab}\delta_{ij}+\langle aj;ib\rangle .$$

```lean
/-- The resonant block `A_(ai,bj) = (ε_a - ε_i) δ + ⟨aj;ib⟩`. -/
def blockA (V : Integrals (o ⊕ v)) (ε : o ⊕ v → ℝ) : Matrix (v × o) (v × o) ℂ :=
  Matrix.of fun x y => (if x = y then (ε (.inr x.1) : ℂ) - ε (.inl x.2) else 0)
    + V (.inr x.1) (.inl y.2) (.inl x.2) (.inr y.1)
```

The block coupling $X$ to $Y$ is $B_{ai,bj}=\langle ab;ij\rangle$.

```lean
/-- The coupling block `B_(ai,bj) = ⟨ab;ij⟩`. -/
def blockB (V : Integrals (o ⊕ v)) : Matrix (v × o) (v × o) ℂ :=
  Matrix.of fun x y => V (.inr x.1) (.inr y.1) (.inl x.2) (.inl y.2)
```

Together they form
$$M=\begin{pmatrix}A&B\\-\overline B&-\overline A\end{pmatrix},$$
where the bar conjugates each entry without transposing.

```lean
/-- The response matrix `[[A, B], [-conj B, -conj A]]`. -/
def responseMatrix (V : Integrals (o ⊕ v)) (ε : o ⊕ v → ℝ) :
    Matrix ((v × o) ⊕ (v × o)) ((v × o) ⊕ (v × o)) ℂ :=
  Matrix.fromBlocks (blockA V ε) (blockB V) (-(blockB V).map star) (-(blockA V ε).map star)
```

## Differentiating the commutator

Let $\dot\rho=D$ at $t_0$. Since $W$ is linear, $\frac{d}{dt}F(\rho)=W(D)$, and the product rule gives
$$\frac{d}{dt}[F,\rho]=W(D)\rho+FD-DF-\rho W(D)=[F,D]+[W(D),\rho].$$
In the proof, `hF` is the derivative of the Fock matrix and `h2` is the product rule inside the matrix-product sum. The final `ring` regroups the terms.

```lean
omit [DecidableEq o] [DecidableEq v] in
/-- Along any differentiable curve `ρ(t)` with velocity `X`, the derivative of
`[F(ρ), ρ]` is `[F(ρ), X] + [W(X), ρ]`. -/
theorem hasDerivAt_fockCommutator (h : Matrix (o ⊕ v) (o ⊕ v) ℂ) (V : Integrals (o ⊕ v))
    (ρ : ℝ → Matrix (o ⊕ v) (o ⊕ v) ℂ) (X : Matrix (o ⊕ v) (o ⊕ v) ℂ) (t₀ : ℝ)
    (hρ : ∀ p q, HasDerivAt (fun t => ρ t p q) (X p q) t₀) (p q : o ⊕ v) :
    HasDerivAt (fun t => fockCommutator h V (ρ t) p q) (linearized h V (ρ t₀) X p q) t₀ := by
  -- the Fock matrix is affine in the density matrix
  have hF : ∀ p q, HasDerivAt (fun t => fock h V (ρ t) p q) (meanField V X p q) t₀ := by
    intro p q
    have h1 : HasDerivAt (fun t => ∑ r, ∑ s, V p r q s * ρ t s r)
        (∑ r, ∑ s, V p r q s * X s r) t₀ :=
      HasDerivAt.fun_sum fun r _ => HasDerivAt.fun_sum fun s _ => (hρ s r).const_mul _
    simp only [fock, Matrix.add_apply, meanField, Matrix.of_apply]
    exact h1.const_add (h p q)
  -- product rule, entry by entry
  have h2 : HasDerivAt
      (fun t => ∑ k, (fock h V (ρ t) p k * ρ t k q - ρ t p k * fock h V (ρ t) k q))
      (∑ k, ((meanField V X p k * ρ t₀ k q + fock h V (ρ t₀) p k * X k q)
        - (X p k * fock h V (ρ t₀) k q + ρ t₀ p k * meanField V X k q))) t₀ :=
    HasDerivAt.fun_sum fun k _ =>
      ((hF p k).fun_mul (hρ k q)).fun_sub ((hρ p k).fun_mul (hF k q))
  have e : (fun t => fockCommutator h V (ρ t) p q) = fun t =>
      ∑ k, (fock h V (ρ t) p k * ρ t k q - ρ t p k * fock h V (ρ t) k q) := by
    funext t
    simp only [fockCommutator, Matrix.sub_apply, Matrix.mul_apply, Finset.sum_sub_distrib]
  rw [e]
  refine h2.congr_deriv ?_
  simp only [linearized, Matrix.add_apply, Matrix.sub_apply, Matrix.mul_apply,
    Finset.sum_sub_distrib, Finset.sum_add_distrib]
  ring
```

Which variations are natural at $\rho_0$? Differentiating $\rho^2=\rho$ gives $\rho_0D+D\rho_0=D$, or in entries $(n_p+n_q)D_{pq}=D_{pq}$. Between occupied orbitals this reads $2D_{ij}=D_{ij}$, between virtual ones $0=D_{ab}$, and in the mixed blocks it holds identically. The condition therefore selects exactly the pair matrices. The proof checks the same four cases.

```lean
/-- A variation `X` obeys the linearised idempotency condition `ρ₀ X + X ρ₀ = X` exactly
when it has only particle-hole and hole-particle entries. -/
theorem tangent_iff (X : Matrix (o ⊕ v) (o ⊕ v) ℂ) :
    occupied o v * X + X * occupied o v = X ↔ ∃ z, X = pairMatrix z := by
  constructor
  · intro h
    have e := fun p q => congrFun (congrFun h p) q
    simp only [Matrix.add_apply, occupied, Matrix.diagonal_mul, Matrix.mul_diagonal] at e
    refine ⟨Sum.elim (fun x => X (.inr x.1) (.inl x.2)) (fun x => X (.inl x.2) (.inr x.1)), ?_⟩
    ext p q
    rcases p with i | a <;> rcases q with j | b
    · have h1 := e (.inl i) (.inl j)
      simp only [Sum.elim_inl] at h1
      change X _ _ = 0
      linear_combination h1
    · rfl
    · rfl
    · have h1 := e (.inr a) (.inr b)
      simp only [Sum.elim_inr] at h1
      change X _ _ = 0
      linear_combination -h1
  · rintro ⟨z, rfl⟩
    ext p q
    simp only [Matrix.add_apply, occupied, Matrix.diagonal_mul, Matrix.mul_diagonal]
    rcases p with i | a <;> rcases q with j | b <;> simp [pairMatrix]
```

## The four blocks

For a pair matrix, only the terms $(s,r)=(b,j)$ and $(j,b)$ survive in the mean field:
$$W(D)_{pq}=\sum_{bj}\left(\langle pj;qb\rangle X_{bj}+\langle pb;qj\rangle Y_{jb}\right).$$
The proof turns the pair sums into double sums (`c1`, `c2`) and removes the zero blocks.

```lean
omit [DecidableEq o] [DecidableEq v] in
/-- The mean field of a particle-hole and hole-particle variation, as a sum over pairs. -/
theorem meanField_pairMatrix (V : Integrals (o ⊕ v)) (z : (v × o) ⊕ (v × o) → ℂ)
    (p q : o ⊕ v) :
    meanField V (pairMatrix z) p q = ∑ y : v × o,
      (V p (.inl y.2) q (.inr y.1) * z (.inl y) + V p (.inr y.1) q (.inl y.2) * z (.inr y)) := by
  -- write the sums over pairs as double sums in the order of the mean field
  have c1 : ∑ y : v × o, V p (.inl y.2) q (.inr y.1) * z (.inl y) =
      ∑ j : o, ∑ b : v, V p (.inl j) q (.inr b) * z (.inl (b, j)) := by
    rw [Fintype.sum_prod_type_right]
  have c2 : ∑ y : v × o, V p (.inr y.1) q (.inl y.2) * z (.inr y) =
      ∑ b : v, ∑ j : o, V p (.inr b) q (.inl j) * z (.inr (b, j)) := by
    rw [Fintype.sum_prod_type]
  rw [Finset.sum_add_distrib, c1, c2]
  simp only [meanField, pairMatrix, Matrix.of_apply, Fintype.sum_sum_type,
    Matrix.fromBlocks_apply₁₁, Matrix.fromBlocks_apply₁₂, Matrix.fromBlocks_apply₂₁,
    Matrix.fromBlocks_apply₂₂, Matrix.zero_apply, mul_zero, Finset.sum_const_zero,
    zero_add, add_zero]
```

The lower row of $M$ needs conjugated integrals. Hermiticity and real $\varepsilon$ give
$$\overline{A_{ai,bj}}=(\varepsilon_a-\varepsilon_i)\,\delta_{ab}\delta_{ij}+\langle ib;aj\rangle,\qquad \overline{B_{ai,bj}}=\langle ij;ab\rangle .$$
The lemma records the first identity; the second is Hermiticity itself.

```lean
omit [Fintype o] [Fintype v] in
/-- For Hermitian integrals, `conj A_(ai,bj) = (ε_a - ε_i) δ + ⟨ib;aj⟩`. -/
theorem star_blockA {V : Integrals (o ⊕ v)} (hV : HermitianIntegrals V) (ε : o ⊕ v → ℝ)
    (x y : v × o) :
    star (blockA V ε x y) = (if x = y then (ε (.inr x.1) : ℂ) - ε (.inl x.2) else 0)
      + V (.inl x.2) (.inr y.1) (.inr x.1) (.inl y.2) := by
  simp only [blockA, Matrix.of_apply, star_add]
  rw [hV _ _ _ _]
  split_ifs <;> simp
```

Now assume $F(\rho_0)=\mathrm{diag}(\varepsilon)$. Physically, the orbitals are canonical solutions of the self-consistent mean-field problem. This is a hypothesis; the existence of such a solution is not derived, and no energy ordering is imposed. Then
$$\left([F,D]+[W(D),\rho_0]\right)_{pq}=(\varepsilon_p-\varepsilon_q)D_{pq}+(n_q-n_p)W(D)_{pq}.$$
The occupied–occupied and virtual–virtual entries vanish, since there $D_{pq}=0$ and $n_p=n_q$. The other two are
$$\begin{aligned}
(ai):\quad&(\varepsilon_a-\varepsilon_i)X_{ai}+\sum_{bj}\left(\langle aj;ib\rangle X_{bj}+\langle ab;ij\rangle Y_{jb}\right)=(AX+BY)_{ai},\\
(ia):\quad&-(\varepsilon_a-\varepsilon_i)Y_{ia}-\sum_{bj}\left(\langle ij;ab\rangle X_{bj}+\langle ib;aj\rangle Y_{jb}\right)=(-\overline BX-\overline AY)_{ai}.
\end{aligned}$$
In the proof, `r1` and `r2` expand the two rows of $M$ acting on $(X,Y)$, and `rcases` separates the four blocks.

```lean
/-- For Hermitian integrals with `F(ρ₀) = diag(ε)`, the linearised commutator at `ρ₀` maps the
amplitudes `(X, Y)` to `[[A, B], [-conj B, -conj A]] (X, Y)` and creates no other entries. -/
theorem linearized_pairMatrix (h : Matrix (o ⊕ v) (o ⊕ v) ℂ) {V : Integrals (o ⊕ v)}
    (hV : HermitianIntegrals V) (ε : o ⊕ v → ℝ)
    (hF : fock h V (occupied o v) = Matrix.diagonal fun p => (ε p : ℂ))
    (z : (v × o) ⊕ (v × o) → ℂ) :
    linearized h V (occupied o v) (pairMatrix z) = pairMatrix (responseMatrix V ε *ᵥ z) := by
  have hV' : ∀ p r q s, star (V p r q s) = V q s p r := hV
  -- the two rows of the response matrix acting on the amplitudes
  have r1 : ∀ x : v × o, (responseMatrix V ε *ᵥ z) (.inl x) =
      ((ε (.inr x.1) : ℂ) - ε (.inl x.2)) * z (.inl x) + ∑ y : v × o,
        (V (.inr x.1) (.inl y.2) (.inl x.2) (.inr y.1) * z (.inl y)
          + V (.inr x.1) (.inr y.1) (.inl x.2) (.inl y.2) * z (.inr y)) := by
    intro x
    simp only [responseMatrix, Matrix.mulVec, dotProduct, Fintype.sum_sum_type,
      Matrix.fromBlocks_apply₁₁, Matrix.fromBlocks_apply₁₂, blockA, blockB, Matrix.of_apply,
      add_mul, ite_mul, zero_mul, Finset.sum_add_distrib, Finset.sum_ite_eq,
      Finset.mem_univ, if_true]
    ring
  have r2 : ∀ x : v × o, (responseMatrix V ε *ᵥ z) (.inr x) =
      -(((ε (.inr x.1) : ℂ) - ε (.inl x.2)) * z (.inr x)) - ∑ y : v × o,
        (V (.inl x.2) (.inl y.2) (.inr x.1) (.inr y.1) * z (.inl y)
          + V (.inl x.2) (.inr y.1) (.inr x.1) (.inl y.2) * z (.inr y)) := by
    intro x
    simp only [responseMatrix, Matrix.mulVec, dotProduct, Fintype.sum_sum_type,
      Matrix.fromBlocks_apply₂₁, Matrix.fromBlocks_apply₂₂, Matrix.neg_apply, Matrix.map_apply,
      star_blockA hV, blockB, Matrix.of_apply, hV', neg_mul, Finset.sum_neg_distrib,
      add_mul, ite_mul, zero_mul, Finset.sum_add_distrib, Finset.sum_ite_eq,
      Finset.mem_univ, if_true]
    ring
  ext p q
  unfold linearized
  rw [hF]
  simp only [Matrix.add_apply, Matrix.sub_apply, occupied, Matrix.diagonal_mul,
    Matrix.mul_diagonal, meanField_pairMatrix]
  rcases p with i | a <;> rcases q with j | b
  · simp [pairMatrix, mul_comm]
  · simp only [pairMatrix, Matrix.fromBlocks_apply₁₂, Matrix.of_apply, Sum.elim_inl,
      Sum.elim_inr, r2]
    ring
  · simp only [pairMatrix, Matrix.fromBlocks_apply₂₁, Matrix.of_apply, Sum.elim_inl,
      Sum.elim_inr, r1]
    ring
  · simp [pairMatrix, mul_comm]
```

Combining this with the product rule gives the main theorem. If $\rho(t_0)=\rho_0$ and the velocity there is the pair matrix of $(X,Y)$, every entry of $[F(\rho),\rho]$ has as its derivative the corresponding entry of the pair matrix of $M(X,Y)$.

```lean
/-- Let the integrals be Hermitian, let `F(ρ₀) = diag(ε)`, and let a curve pass through `ρ₀` with
particle-hole and hole-particle velocity `z = (X, Y)`. The derivative of `[F(ρ), ρ]` there has the
amplitudes `[[A, B], [-conj B, -conj A]] (X, Y)`. -/
theorem four_point_response (h : Matrix (o ⊕ v) (o ⊕ v) ℂ) {V : Integrals (o ⊕ v)}
    (hV : HermitianIntegrals V) (ε : o ⊕ v → ℝ)
    (hF : fock h V (occupied o v) = Matrix.diagonal fun p => (ε p : ℂ))
    (ρ : ℝ → Matrix (o ⊕ v) (o ⊕ v) ℂ) (t₀ : ℝ) (h0 : ρ t₀ = occupied o v)
    (z : (v × o) ⊕ (v × o) → ℂ)
    (hρ : ∀ p q, HasDerivAt (fun t => ρ t p q) (pairMatrix z p q) t₀) (p q : o ⊕ v) :
    HasDerivAt (fun t => fockCommutator h V (ρ t) p q)
      (pairMatrix (responseMatrix V ε *ᵥ z) p q) t₀ := by
  have h1 := hasDerivAt_fockCommutator h V ρ (pairMatrix z) t₀ hρ p q
  rw [h0, linearized_pairMatrix h hV ε hF z] at h1
  exact h1
```

## Symmetries of the response matrix

Two antisymmetric exchanges cancel their signs, so $\langle rp;sq\rangle=\langle pr;qs\rangle$; this is `hx`. With Hermiticity,
$$\overline{\langle bi;ja\rangle}=\langle ja;bi\rangle=\langle aj;ib\rangle,\qquad \langle ba;ji\rangle=\langle ab;ij\rangle .$$
Hence $A$ is Hermitian and $B$ is symmetric.

```lean
/-- For antisymmetrised Hermitian integrals, `A` is Hermitian and `B` is symmetric. -/
theorem block_symmetries {V : Integrals (o ⊕ v)} (hV : HermitianIntegrals V)
    (hA : AntisymmetricIntegrals V) (ε : o ⊕ v → ℝ) :
    (blockA V ε).IsHermitian ∧ (blockB V)ᵀ = blockB V := by
  -- exchanging both pairs of labels leaves the integral unchanged
  have hx : ∀ p r q s, V r p s q = V p r q s := by
    intro p r q s
    rw [(hA p r s q).1, (hA p r q s).2, neg_neg]
  constructor
  · ext x y
    rw [Matrix.conjTranspose_apply, star_blockA hV]
    simp only [blockA, Matrix.of_apply]
    rw [hx (.inr x.1) (.inl y.2) (.inl x.2) (.inr y.1)]
    by_cases hxy : x = y
    · subst hxy
      rfl
    · rw [if_neg hxy, if_neg (Ne.symm hxy)]
  · ext x y
    simp only [Matrix.transpose_apply, blockB, Matrix.of_apply]
    exact hx _ _ _ _
```

For a variation proportional to $e^{-i\omega t}$, the linearised equation of motion becomes $AX+BY=\omega X$ and $-\overline BX-\overline AY=\omega Y$. Conjugating both equations and changing signs gives
$$A\overline Y+B\overline X=-\overline\omega\,\overline Y,\qquad -\overline B\,\overline Y-\overline A\,\overline X=-\overline\omega\,\overline X .$$
So $(\overline Y,\overline X)$ solves the problem at $-\overline\omega$. This follows from the block form alone, without Hermitian or antisymmetric integrals, and it does not make $\omega$ real. The proof conjugates the row of the opposite block, selected by `x.swap`.

```lean
/-- If `(X, Y)` solves the response eigenvalue equation at `ω`, then `(conj Y, conj X)`
solves it at `-conj ω`. -/
theorem eigenvalue_pairing (V : Integrals (o ⊕ v)) (ε : o ⊕ v → ℝ) (ω : ℂ)
    (z : (v × o) ⊕ (v × o) → ℂ) (hz : responseMatrix V ε *ᵥ z = ω • z) :
    responseMatrix V ε *ᵥ (fun x => star (z x.swap)) = (-star ω) • fun x => star (z x.swap) := by
  ext x
  -- conjugate the equation of the opposite block
  have h := congrArg star (congrFun hz x.swap)
  rcases x with x | x <;>
  · simp only [responseMatrix, Matrix.mulVec, dotProduct, Fintype.sum_sum_type, Sum.swap_inl,
      Sum.swap_inr, Matrix.fromBlocks_apply₁₁, Matrix.fromBlocks_apply₁₂,
      Matrix.fromBlocks_apply₂₁, Matrix.fromBlocks_apply₂₂, Matrix.neg_apply, Matrix.map_apply,
      Pi.smul_apply, smul_eq_mul, neg_mul, Finset.sum_neg_distrib, star_add, star_neg,
      star_sum, star_mul', star_star] at h ⊢
    linear_combination -h
```

## A family of examples

Any Hermitian matrix $K$ supplies model integrals $\langle pr;qs\rangle=K_{pq}K_{rs}-K_{ps}K_{rq}$, a separable interaction with its exchange term.

```lean
/-- Antisymmetrised separable integrals `⟨pr;qs⟩ = K_pq K_rs - K_ps K_rq`. -/
def separable {n : Type*} (K : Matrix n n ℂ) : Integrals n :=
  fun p r q s => K p q * K r s - K p s * K r q
```

Exchanging $p,r$ or $q,s$ swaps the two products and reverses the sign, while $\overline{K_{pq}}=K_{qp}$ gives Hermiticity. Choosing $h=\mathrm{diag}(\varepsilon)-W(\rho_0)$ then makes $F(\rho_0)=\mathrm{diag}(\varepsilon)$ for any real $\varepsilon$. The one-electron matrix is fitted to the desired energies, so this is a consistency example and not a model of a particular material.

```lean
/-- For every Hermitian `K` and real `ε`, the separable integrals are Hermitian and
antisymmetric, and `h = diag(ε) - W(ρ₀)` gives `F(ρ₀) = diag(ε)`. -/
theorem four_point_response_witness (K : Matrix (o ⊕ v) (o ⊕ v) ℂ) (hK : K.IsHermitian)
    (ε : o ⊕ v → ℝ) :
    HermitianIntegrals (separable K) ∧ AntisymmetricIntegrals (separable K) ∧
      fock ((Matrix.diagonal fun p => (ε p : ℂ)) - meanField (separable K) (occupied o v))
        (separable K) (occupied o v) = Matrix.diagonal fun p => (ε p : ℂ) := by
  refine ⟨?_, ?_, ?_⟩
  · intro p r q s
    simp only [separable, star_sub, star_mul', hK.apply]
    ring
  · intro p r q s
    constructor <;> simp only [separable] <;> ring
  · unfold fock
    exact sub_add_cancel _ _

end

end FourPointResponse
```

```lean
#print axioms FourPointResponse.linearized_pairMatrix
#print axioms FourPointResponse.four_point_response
#print axioms FourPointResponse.block_symmetries
#print axioms FourPointResponse.eigenvalue_pairing
```

```
'FourPointResponse.linearized_pairMatrix' depends on axioms: [propext, Classical.choice, Quot.sound]
'FourPointResponse.four_point_response' depends on axioms: [propext, Classical.choice, Quot.sound]
'FourPointResponse.block_symmetries' depends on axioms: [propext, Classical.choice, Quot.sound]
'FourPointResponse.eigenvalue_pairing' depends on axioms: [propext, Classical.choice, Quot.sound]
```
